# On a periodic Bravais lattice of pⁿ sites with one orbital each, a translation-invariant integer Hamiltonian whose row sum is not divisible by the prime p has no zero-energy state

Diagonalise the Hamiltonian of one particle on a finite periodic lattice, and suppose that one level is printed as $10^{-14}$. The rounded number does not say whether this level is zero. If it is, the inverse $H^{-1}$, which is up to sign the Green's function at zero energy, does not exist, and at zero temperature a Fermi level placed at zero leaves the occupation of that level undecided. If it is merely small, both are well defined.

For some cells an addition settles the matter. Let the sites form a Bravais lattice, so that translations carry every site to every other, with one orbital per site. Let the Hamiltonian be translation invariant, let the periodic cell have $p^n$ sites, with $p$ prime, and let all matrix elements be integers in a common energy unit. If $p$ does not divide the sum of the matrix elements in one row of $H$, no level is zero. This follows from a congruence for the determinant, which also restricts every integer energy level.

## Hamiltonian and translations

The sites are labelled by the elements of a finite abelian group $G$ of lattice translations. For a ring of $N$ sites $G$ is the group of integers modulo $N$, in Lean `ZMod N`; for a Born-von Karman cell in several dimensions it is a product of such groups. Each site carries one orbital, and the orbitals are orthonormal.

```lean
import Mathlib

open Matrix

namespace CirculantHamiltonianModP

variable {G : Type*} [AddCommGroup G] [Fintype G] [DecidableEq G]
```

Translation invariance means that the matrix element from site $y$ to site $x$ depends only on the difference:

$$H(x,y) = h(x-y).$$

The function $h$ is called the hopping throughout, and it includes the on-site energy $h(0)$. In the definition $h$ may take values in any type `R`, because the argument needs the same matrix over the integers, over the complex numbers and modulo $p$.

```lean
/-- The translation-invariant Hamiltonian with matrix elements `H(x,y) = h(x-y)`. -/
def hamiltonian {R : Type*} (h : G → R) : Matrix G G R :=
  Matrix.of fun x y => h (x - y)
```

The translation $T(a)$ moves a particle from site $y$ to site $a+y$, so $T(a)_{xy}$ is 1 if $x=a+y$ and 0 otherwise.

```lean
/-- The matrix that translates a state by the lattice vector `a`. -/
def translation (R : Type*) [CommRing R] (a : G) : Matrix G G R :=
  Matrix.of fun x y => if x = a + y then 1 else 0
```

The nearest-neighbour ring has on-site energy $a$ (here a number, not a lattice vector as in $T(a)$) and matrix element $t$ for a step in either direction. Here $t$ is the matrix element itself, whereas many textbooks write it as $-t$. On a ring of two sites the two steps lead to the same neighbour, and the definition adds them to $2t$.

```lean
/-- Hoppings on a ring of `N` sites: on-site energy `a` and amplitude `t` for a step
in either direction. -/
def ringHopping (N : ℕ) (a t : ℤ) : ZMod N → ℤ := fun x =>
  (if x = 0 then a else 0) + (if x = 1 then t else 0) + (if x = -1 then t else 0)
```

## The Hamiltonian as a sum of translations

Two translations in succession give

$$\bigl(T(a)T(b)\bigr)_{xy} = \sum_z \delta_{x,a+z}\,\delta_{z,b+y} = \delta_{x,a+b+y} = T(a+b)_{xy}.$$

Since $a+b=b+a$, all translations commute.

```lean
/-- Two successive translations compose to the translation by the sum of the vectors. -/
theorem translation_mul (R : Type*) [CommRing R] (a b : G) :
    translation R a * translation R b = translation R (a + b) := by
  ext x y
  simp only [Matrix.mul_apply, translation, Matrix.of_apply, mul_ite, mul_one, mul_zero,
    Finset.sum_ite_eq', Finset.mem_univ, if_true, add_assoc]
```

Repeating the same translation $m$ times gives $T(a)^m = T(ma)$, by induction on $m$. The start of the induction is $T(0)=1$.

```lean
/-- Translating `m` times by `a` is the translation by `m a`. -/
theorem translation_pow (R : Type*) [CommRing R] (a : G) (m : ℕ) :
    translation R a ^ m = translation R (m • a) := by
  induction m with
  | zero =>
    ext x y
    simp [translation, Matrix.one_apply]
  | succ m ih => rw [pow_succ, ih, translation_mul, succ_nsmul]
```

For given $x$ and $y$, the condition $x=a+y$ holds for exactly one $a$, namely $a=x-y$. In the sum $\sum_a h(a)\,T(a)_{xy}$ only the term $h(x-y)$ survives, so

$$H=\sum_a h(a)\,T(a).$$

The auxiliary statement `key` in the proof is this equivalence.

```lean
/-- The Hamiltonian is the sum of all translations weighted by their hoppings. -/
theorem hamiltonian_eq_sum {R : Type*} [CommRing R] (h : G → R) :
    hamiltonian h = ∑ a, h a • translation R a := by
  ext x y
  have key : ∀ a : G, (x = a + y) ↔ (a = x - y) := fun a => by
    rw [eq_sub_iff_add_eq]
    exact eq_comm
  simp only [hamiltonian, translation, Matrix.sum_apply, Matrix.smul_apply, Matrix.of_apply,
    key, smul_eq_mul, mul_ite, mul_one, mul_zero, Finset.sum_ite_eq', Finset.mem_univ, if_true]
```

## Modulo p, a power of H is a multiple of the identity

Now read the hoppings modulo $p$. For commuting matrices $A$ and $B$ the binomial theorem applies, and the coefficients $\binom{p}{k}$ with $0<k<p$ are divisible by $p$. Hence $(A+B)^p = A^p+B^p$ modulo $p$, and after $n$ repetitions

$$(A+B)^{p^n} = A^{p^n}+B^{p^n} \pmod p.$$

Adding the terms of $H$ one at a time gives

$$H^{p^n} = \sum_a h(a)^{p^n}\,T(a)^{p^n} = \sum_a h(a)^{p^n}\,T(p^n a).$$

Two facts simplify the right-hand side. The group has $p^n$ elements, so $p^n a=0$ for every $a$, and each translation becomes the identity. Fermat's little theorem, $c^p=c$ modulo $p$, applied $n$ times gives $h(a)^{p^n}=h(a)$. Therefore

$$H^{p^n} = \Bigl(\sum_a h(a)\Bigr)\,1 \pmod p.$$

In Lean, "modulo $p$" means that the hoppings take values in `ZMod p`, and the hypothesis `hG` states the number of sites. The statement `frob` is the power rule for sums, proved by induction over the set of translations. Within it, `hc` supplies the commutation, and `hz` removes the terms that carry a factor $p$. The statement `hcycle` is $p^n a=0$.

```lean
/-- On a cell of `p^n` sites, `p` prime, with hoppings taken modulo `p`, the `p^n`-th power
of the Hamiltonian is the sum of the hoppings times the identity. -/
theorem hamiltonian_pow {p n : ℕ} [hp : Fact p.Prime] (hG : Fintype.card G = p ^ n)
    (h : G → ZMod p) : hamiltonian h ^ p ^ n = (∑ x, h x) • (1 : Matrix G G (ZMod p)) := by
  -- modulo p, the p^n-th power of a sum of commuting terms is the sum of their p^n-th powers
  have frob : ∀ s : Finset G, (∑ a ∈ s, h a • translation (ZMod p) a) ^ p ^ n
      = ∑ a ∈ s, (h a • translation (ZMod p) a) ^ p ^ n := by
    intro s
    induction s using Finset.induction_on with
    | empty =>
      rw [Finset.sum_empty, Finset.sum_empty, zero_pow (pow_ne_zero n hp.out.ne_zero)]
    | insert a s ha ih =>
      have hc : Commute (h a • translation (ZMod p) a)
          (∑ b ∈ s, h b • translation (ZMod p) b) := by
        refine Commute.sum_right _ _ _ fun b _ => ?_
        have hab : Commute (translation (ZMod p) a) (translation (ZMod p) b) := by
          change _ * _ = _ * _
          rw [translation_mul, translation_mul, add_comm]
        exact (hab.smul_left _).smul_right _
      obtain ⟨r, hr⟩ := hc.exists_add_pow_prime_pow_eq hp.out n
      have hz : ∀ M : Matrix G G (ZMod p), (p : Matrix G G (ZMod p)) * M = 0 := by
        intro M
        rw [← nsmul_eq_mul]
        ext i j
        simp [Matrix.smul_apply]
      rw [Finset.sum_insert ha, Finset.sum_insert ha, hr, mul_assoc, mul_assoc, hz, add_zero, ih]
  rw [hamiltonian_eq_sum, frob, Finset.sum_smul]
  refine Finset.sum_congr rfl fun a _ => ?_
  -- p^n equal steps lead back to the starting site
  have hcycle : p ^ n • a = 0 := by
    rw [← hG]
    exact card_nsmul_eq_zero
  have hone : translation (ZMod p) (0 : G) = 1 := by
    rw [← zero_nsmul (0 : G), ← translation_pow, pow_zero]
  rw [smul_pow, translation_pow, hcycle, hone, ZMod.pow_card_pow]
```

## The determinant congruence

A determinant is a polynomial in the matrix elements with integer coefficients. It therefore makes no difference whether the integers are reduced modulo $p$ before or after it is evaluated. The same holds for reading integers as complex numbers, which is needed further on.

```lean
/-- The determinant of an integer Hamiltonian, read in a commutative ring `R`, is the determinant of
the Hamiltonian whose hoppings are read in `R`. -/
theorem det_cast (R : Type*) [CommRing R] (h : G → ℤ) :
    (((hamiltonian h).det : ℤ) : R) = (hamiltonian fun x => (h x : R)).det :=
  (Int.castRingHom R).map_det _
```

Write $D=\det H$ and $s=\sum_x h(x)$, both modulo $p$. Then

$$D = D^{p^n} = \det\bigl(H^{p^n}\bigr) = \det(s\,1) = s^{p^n} = s .$$

The first and last equalities are Fermat's little theorem. The fourth uses the fact that the matrix has $p^n$ rows. For integer hoppings this reads

$$\det H \equiv \sum_x h(x) \pmod p,$$

which Lean writes with `≡` and `[ZMOD p]`. The rewriting steps in the proof follow the chain from left to right. The case $n=0$ is allowed: there is then a single site, and both sides equal $h(0)$.

```lean
/-- On a periodic cell of `p^n` sites, `p` prime, the determinant of a translation-invariant
Hamiltonian with integer hoppings is congruent modulo `p` to the sum of the hoppings. -/
theorem det_modEq_sum {p n : ℕ} [Fact p.Prime] (hG : Fintype.card G = p ^ n) (h : G → ℤ) :
    (hamiltonian h).det ≡ ∑ x, h x [ZMOD p] := by
  rw [← ZMod.intCast_eq_intCast_iff, det_cast, Int.cast_sum]
  -- Fermat's little theorem lets us pass to the p^n-th power and back
  rw [← ZMod.pow_card_pow (n := n) (hamiltonian fun x => (h x : ZMod p)).det,
    ← Matrix.det_pow, hamiltonian_pow hG, Matrix.det_smul, Matrix.det_one, mul_one, hG,
    ZMod.pow_card_pow]
```

## Integer energy levels

Let $\psi\neq0$ be a state with complex amplitudes and $H\psi=E\psi$, where $E$ is an integer. Lower the on-site energy by $E$:

$$g(x) = h(x) - E\,\delta_{x,0}.$$

The Hamiltonian built from $g$ is $H-E$, and $\psi$ is a zero mode of it. Its determinant vanishes, and its hoppings sum to $\sum_x h(x)-E$. The determinant congruence for $g$ reads $0\equiv\sum_x h(x)-E$, that is,

$$E\equiv\sum_x h(x) \pmod p.$$

In the Lean statement, `*ᵥ` is the action of a matrix on a vector, and `ψ : G → ℂ` need not be normalised. Hermiticity, which for integer hoppings means $h(-x)=h(x)$, is not assumed. The proof establishes the zero mode (`hg`), the vanishing determinant (`hdet`) and the new sum (`hsum`) in that order. The determinant vanishes first as a complex number, and `det_cast` carries this back to the integers.

```lean
/-- On a periodic cell of `p^n` sites, `p` prime, every integer energy level of a
translation-invariant Hamiltonian with integer hoppings is congruent modulo `p` to the sum
of the hoppings. -/
theorem integer_energy_modEq {p n : ℕ} [Fact p.Prime] (hG : Fintype.card G = p ^ n)
    (h : G → ℤ) (E : ℤ) (ψ : G → ℂ) (hψ0 : ψ ≠ 0)
    (hψ : (hamiltonian fun x => (h x : ℂ)) *ᵥ ψ = (E : ℂ) • ψ) :
    E ≡ ∑ x, h x [ZMOD p] := by
  -- lower the on-site energy by E, so that ψ becomes a zero mode
  let g : G → ℤ := fun x => h x - if x = 0 then E else 0
  have hg : (hamiltonian fun x => (g x : ℂ)) *ᵥ ψ = 0 := by
    funext x
    have hx : ∑ y, (h (x - y) : ℂ) * ψ y = (E : ℂ) * ψ x := congrFun hψ x
    change ∑ y, ((h (x - y) - (if x - y = 0 then E else 0) : ℤ) : ℂ) * ψ y = 0
    simp only [Int.cast_sub, Int.cast_ite, Int.cast_zero, sub_mul, ite_mul, zero_mul,
      Finset.sum_sub_distrib, sub_eq_zero, Finset.sum_ite_eq, Finset.mem_univ, if_true]
    exact hx
  have hdet : (hamiltonian g).det = 0 := by
    have hC := Matrix.exists_mulVec_eq_zero_iff.mp ⟨ψ, hψ0, hg⟩
    rw [← det_cast] at hC
    exact_mod_cast hC
  have hsum : ∑ x, g x = ∑ x, h x - E := by
    simp [g, Finset.sum_sub_distrib]
  have hmod := det_modEq_sum hG g
  rw [hdet, hsum, Int.modEq_iff_dvd, sub_zero] at hmod
  exact Int.modEq_iff_dvd.mpr hmod
```

A zero-energy state is the case $E=0$. If one existed, $p$ would divide $\sum_x h(x)$. When $p$ does not divide the sum, the equation $H\psi=0$ has only the solution $\psi=0$.

```lean
/-- On a periodic cell of `p^n` sites, `p` prime, a translation-invariant Hamiltonian with integer
hoppings whose sum is not divisible by `p` has no nonzero state of zero energy. -/
theorem no_zero_energy_state {p n : ℕ} [Fact p.Prime] (hG : Fintype.card G = p ^ n)
    (h : G → ℤ) (hs : ¬ (p : ℤ) ∣ ∑ x, h x) (ψ : G → ℂ)
    (hψ : (hamiltonian fun x => (h x : ℂ)) *ᵥ ψ = 0) : ψ = 0 := by
  by_contra h0
  have hmod := integer_energy_modEq hG h 0 ψ h0 (by rw [hψ]; simp)
  rw [Int.modEq_iff_dvd, sub_zero] at hmod
  exact hs hmod
```

The implication runs one way. Three sites with $h(0)=3$ and no other matrix elements have hopping sum 3, which is divisible by 3, yet every level lies at energy 3.

## The nearest-neighbour ring

On a ring of $p$ sites the hoppings sum to $a+2t$, so every integer level satisfies $E\equiv a+2t$ modulo $p$. With $p=3$, $a=0$ and $t=1$, for instance, the levels are $2,-1,-1$, and all of them leave remainder 2 on division by 3. The proof evaluates the sum and applies the general result with $n=1$. It includes $p=2$, where the levels are $a\pm2t$.

```lean
/-- On a ring of `p` sites, `p` prime, with integer on-site energy `a` and integer
nearest-neighbour hopping `t`, every integer energy level is congruent to `a + 2t`
modulo `p`. -/
theorem ring_energy_modEq {p : ℕ} [Fact p.Prime] (a t E : ℤ) (ψ : ZMod p → ℂ) (hψ0 : ψ ≠ 0)
    (hψ : (hamiltonian fun x => (ringHopping p a t x : ℂ)) *ᵥ ψ = (E : ℂ) • ψ) :
    E ≡ a + 2 * t [ZMOD p] := by
  have hsum : ∑ x, ringHopping p a t x = a + 2 * t := by
    simp only [ringHopping, Finset.sum_add_distrib, Finset.sum_ite_eq', Finset.mem_univ, if_true]
    ring
  rw [← hsum]
  exact integer_energy_modEq (n := 1) (by rw [ZMod.card, pow_one]) _ E ψ hψ0 hψ
```

## A square lattice with 25 k points

Take the square lattice with nearest-neighbour matrix element $-1$, on-site energy 0 and a periodic cell of $5\times5$ sites. Bloch's theorem gives the levels

$$E(k) = -2(\cos k_x+\cos k_y),\qquad k_x,k_y\in\tfrac{2\pi}{5}\{0,1,2,3,4\}.$$

The hoppings sum to $-4$, which 5 does not divide, so none of the 25 k points has zero energy. With the Fermi level at zero, each of them is either filled or empty at zero temperature, and $H^{-1}$ exists. The integer levels are $-4$, at $k=0$, and $1$, for example at $k=(2\pi/5,\,4\pi/5)$. The congruence requires their difference to be a multiple of 5, and it is 5.

A $4\times4$ cell with the same matrix elements does have zero modes, for example at $k=(0,\pi)$. Its number of sites is a power of 2, and 2 divides $-4$, so the criterion makes no statement there.

In electronic-structure terms, the result concerns non-interacting particles in a finite periodic cell with one orbital per site and all sites related by translations, as in a Hückel model of a ring with equal bonds or a one-band tight-binding model. A honeycomb lattice or a chain of two alternating kinds of atom has two sites per primitive cell and is not covered. Integer hoppings stand for matrix elements that are all multiples of one energy unit, as they are in a Hückel model with equal resonance integrals when energies are measured from the common on-site energy. Whether a real molecule or crystal is described by such values is a separate physical question. Fitted matrix elements given to finitely many decimals are always multiples of a common unit, but the remainder of their sum modulo $p$ can change with the rounding, so the criterion then speaks only about the rounded model.

## Six sites, hopping sum 1 and a zero mode

Some condition on the number of sites is needed. On a ring of six sites with on-site energy $-1$ and hopping $1$, the matrix elements in a row sum to $-1+2=1$, which no prime divides. The levels are $-1+2\cos(2\pi m/6)$ with $m=0,\dots,5$, and those with $m=1$ and $m=5$ are zero. A real state at this energy has the normalised amplitudes

$$\tfrac12\,(1,\,1,\,0,\,-1,\,-1,\,0).$$

At each site the two neighbouring amplitudes add up to the amplitude at the site itself, so the hopping cancels the on-site term. At site 0, for example, the neighbours contribute $1+0$ and the on-site term contributes $-1$.

The Lean statement omits the factor $\tfrac12$, so that all entries are integers. It asserts both the value of the sum and the equation $H\psi=0$, and `decide +kernel` verifies them by direct evaluation, the second one site by site.

```lean
/-- On the ring of six sites with on-site energy `-1` and hopping `1`, the hoppings sum to `1`,
yet the state with amplitudes `1, 1, 0, -1, -1, 0` has zero energy. -/
theorem six_ring_zero_energy_state :
    ∑ x, ringHopping 6 (-1) 1 x = 1 ∧
      hamiltonian (ringHopping 6 (-1) 1) *ᵥ (![1, 1, 0, -1, -1, 0] : Fin 6 → ℤ) = 0 := by
  constructor
  · decide +kernel
  · funext x
    revert x
    decide +kernel

end CirculantHamiltonianModP
```

```lean
#print axioms CirculantHamiltonianModP.no_zero_energy_state
#print axioms CirculantHamiltonianModP.ring_energy_modEq
#print axioms CirculantHamiltonianModP.six_ring_zero_energy_state
```

```
'CirculantHamiltonianModP.no_zero_energy_state' depends on axioms: [propext, Classical.choice, Quot.sound]
'CirculantHamiltonianModP.ring_energy_modEq' depends on axioms: [propext, Classical.choice, Quot.sound]
'CirculantHamiltonianModP.six_ring_zero_energy_state' depends on axioms: [propext, Classical.choice, Quot.sound]
```
